# Every vector operator within one spin multiplet is a multiple of the spin

## Vector character as nine commutators

A vector operator is taken here to be a triple of matrices with prescribed commutators with the spin, and no rotation group appears. With $\hbar=1$ and $i,j,k$ running over $x,y,z$, the condition on $V$ is
$$[J_i,V_j]=\mathrm i\sum_k\varepsilon_{ijk}V_k .$$

The multiplet has spin $n/2$ and basis states $a=0,\dots,n$ with $m=n/2-a$. The raising matrix $J_+$ has entries $(J_+)_{a,a+1}=\sqrt{(a+1)(n-a)}$ and zeros elsewhere. Its transpose is $J_-$, and $J_x=\tfrac12(J_++J_-)$, $J_y=-\tfrac{\mathrm i}2(J_+-J_-)$, $J_z=\mathrm{diag}(n/2-a)$.

## The statement in Lean

`Op n` is the type of complex $(n+1)\times(n+1)$ matrices, `spin n` is $J$ with directions 0, 1, 2 for $x,y,z$, and `IsVectorOperator` contains all nine commutators. `wigner_eckart` says that $V$ satisfies them if and only if $V=cJ$ for some complex $c$. Hermiticity is not assumed.

`existsUnique_constant` makes $c$ unique for $n\neq0$, and `projection_theorem` gives $j(j+1)V_k=(J\cdot V)J_k$ with $j=n/2$. Other tensor ranks, matrix elements between different multiplets and Clebsch-Gordan coefficients are not treated.

## From the top state down

The products $J_+J_-$ and $J_-J_+$ are diagonal, with entries $(a+1)(n-a)$ and $a(n+1-a)$. Their difference is $n-2a$, so $[J_+,J_-]=2J_z$. With $[J_z,J_\pm]=\pm J_\pm$, this makes $J$ itself a vector operator.

For any vector operator $V$,
$$[V_z,J_+]=-[J_x,V_z]-\mathrm i[J_y,V_z]=V_x+\mathrm iV_y,$$
$$[J_-,V_x+\mathrm iV_y]=\mathrm i[J_x,V_y]-\mathrm i[J_y,V_x]=-2V_z .$$

Since $[J_z,V_z]=0$ and the values of $m$ are distinct, $V_z=\mathrm{diag}(w_a)$. The diagonal entries of $[J_-,[V_z,J_+]]=-2V_z$ read
$$a(n+1-a)(w_{a-1}-w_a)-(a+1)(n-a)(w_a-w_{a+1})=-2w_a,$$
where terms beyond either end have coefficient zero. If $w_0=0$, induction gives $(a+1)(n-a)w_{a+1}=0$ for $a<n$, hence $V_z=0$. Then $[J_y,V_z]=\mathrm iV_x$ and $[J_x,V_z]=-\mathrm iV_y$ give $V_x=V_y=0$.

For $n>0$, set $c=2w_0/n$. By linearity $V-cJ$ is a vector operator, and its top entry is zero, so $V=cJ$. For $n=0$, $J=0$ and the double commutator gives $V_z=0$, so again $V=0$. Linearity also gives the converse. The top entry $n/2$ of $J_z$ fixes $c$ when $n>0$.

Finally, $J^2=\tfrac12(J_+J_-+J_-J_+)+J_z^2=j(j+1)$, so $(J\cdot V)J_k=cJ^2J_k=j(j+1)V_k$.

## Symmetry about one axis is too little

Keep only the three commutators with $J_z$. For $n=1$, the triple $(J_x,J_y,0)$ satisfies them but is not a multiple of $J$. Uniqueness fails at $n=0$, where $J=V=0$ and every $c$ works.

## Reading off an effective $g$-factor

Within a single isolated multiplet, and to first order in the field $B$, a magnetic moment $V$ that is a vector operator can be replaced by $cJ$ in the Zeeman Hamiltonian $-V\cdot B$. Writing $c=-g\mu_{\mathrm B}$, with $\mu_{\mathrm B}$ the Bohr magneton, defines the effective $g$-factor. For $n>0$ one matrix element, taken in the state $m=n/2$, fixes $c=2(V_z)_{00}/n$. The residual $V-cJ$ then tests the computed block, provided that the degenerate computed states are first combined into a basis in which $J$ has the standard matrices above. For an atomic level with spin-orbit coupling, $J$ is the total angular momentum, not the electron spin alone.

## The complete file

```lean
import Mathlib

open Matrix Complex

namespace VectorOperatorInMultiplet

noncomputable section

/-- Operators on the multiplet of spin `n/2`, which has `n + 1` states. -/
abbrev Op (n : ℕ) := Matrix (Fin (n + 1)) (Fin (n + 1)) ℂ

/-- The raising operator `J₊`; the basis state with index `a` has magnetic number `n/2 - a`. -/
def raising (n : ℕ) : Op n := Matrix.of fun a b =>
  if (a : ℕ) + 1 = (b : ℕ) then ((Real.sqrt (((a : ℕ) + 1) * (n - (a : ℕ))) : ℝ) : ℂ) else 0

/-- The diagonal operator `Jz` with entries `n/2 - a`. -/
def spinZ (n : ℕ) : Op n := Matrix.diagonal fun a => (n : ℂ) / 2 - ((a : ℕ) : ℂ)

/-- The standard spin `n/2` matrices `Jx, Jy, Jz`, in units of `ℏ`. -/
def spin (n : ℕ) : Fin 3 → Op n :=
  ![(1 / 2 : ℂ) • (raising n + (raising n)ᵀ), (-I / 2) • (raising n - (raising n)ᵀ), spinZ n]

/-- The Levi-Civita symbol on the three Cartesian directions. -/
def leviCivita (i j k : Fin 3) : ℂ :=
  (((i : ℕ) : ℂ) - ((j : ℕ) : ℂ)) * (((j : ℕ) : ℂ) - ((k : ℕ) : ℂ)) *
    (((k : ℕ) : ℂ) - ((i : ℕ) : ℂ)) / 2

/-- `V` is a vector operator with respect to `J`: `[J i, V j] = i ∑ k, ε i j k V k`. -/
def IsVectorOperator {n : ℕ} (J V : Fin 3 → Op n) : Prop :=
  ∀ i j, J i * V j - V j * J i = I • ∑ k, leviCivita i j k • V k

/-- The contraction of the Levi-Civita symbol with a triple of operators, written as a table. -/
theorem leviCivita_sum {n : ℕ} (V : Fin 3 → Op n) (i j : Fin 3) :
    ∑ k, leviCivita i j k • V k =
      (![![0, V 2, -V 1], ![-V 2, 0, V 0], ![V 1, -V 0, 0]] : Fin 3 → Fin 3 → Op n) i j := by
  fin_cases i <;> fin_cases j <;> norm_num [Fin.sum_univ_three, leviCivita]

/-- The squared matrix element of `J₊` between neighbouring states is `(a + 1)(n - a)`. -/
theorem raising_sq {n : ℕ} (a b : Fin (n + 1)) (h : (a : ℕ) + 1 = (b : ℕ)) :
    raising n a b * raising n a b = (((a : ℕ) : ℂ) + 1) * ((n : ℂ) - ((a : ℕ) : ℂ)) := by
  have ha : ((a : ℕ) : ℝ) ≤ n := by exact_mod_cast Nat.lt_succ_iff.mp a.isLt
  have hp : (0 : ℝ) ≤ (((a : ℕ) : ℝ) + 1) * ((n : ℝ) - ((a : ℕ) : ℝ)) :=
    mul_nonneg (by positivity) (by linarith)
  rw [raising, Matrix.of_apply, if_pos h, ← Complex.ofReal_mul, Real.mul_self_sqrt hp]
  push_cast
  ring

/-- The products `J₊J₋` and `J₋J₊` are diagonal, with entries `(a+1)(n-a)` and `a(n+1-a)`. -/
theorem ladder_products (n : ℕ) :
    raising n * (raising n)ᵀ =
      Matrix.diagonal (fun a : Fin (n + 1) =>
        (((a : ℕ) : ℂ) + 1) * ((n : ℂ) - ((a : ℕ) : ℂ))) ∧
    (raising n)ᵀ * raising n =
      Matrix.diagonal (fun a : Fin (n + 1) =>
        ((a : ℕ) : ℂ) * ((n : ℂ) + 1 - ((a : ℕ) : ℂ))) := by
  have hz : ∀ a b : Fin (n + 1), ¬ (a : ℕ) + 1 = (b : ℕ) → raising n a b = 0 :=
    fun a b h => if_neg h
  constructor
  · ext a b
    rw [Matrix.mul_apply, Matrix.diagonal_apply]
    simp only [Matrix.transpose_apply]
    split_ifs with hab
    · subst hab
      by_cases h : (a : ℕ) + 1 < n + 1
      · rw [Finset.sum_eq_single (⟨(a : ℕ) + 1, h⟩ : Fin (n + 1))]
        · exact raising_sq a _ rfl
        · intro c _ hc
          rw [hz a c (fun e => hc (Fin.ext e.symm)), zero_mul]
        · simp
      · have ha : (a : ℕ) = n := by have := a.isLt; omega
        rw [Finset.sum_eq_zero (fun c _ => by
          rw [hz a c (by have := c.isLt; omega), zero_mul]), ha]
        simp
    · refine Finset.sum_eq_zero fun c _ => ?_
      by_cases h : (a : ℕ) + 1 = (c : ℕ)
      · rw [hz b c (fun e => hab (Fin.ext (by omega))), mul_zero]
      · rw [hz a c h, zero_mul]
  · ext a b
    rw [Matrix.mul_apply, Matrix.diagonal_apply]
    simp only [Matrix.transpose_apply]
    split_ifs with hab
    · subst hab
      by_cases h : (a : ℕ) = 0
      · rw [Finset.sum_eq_zero (fun c _ => by rw [hz c a (by omega), zero_mul]), h]
        simp
      · obtain ⟨m, hm⟩ : ∃ m, (a : ℕ) = m + 1 := ⟨(a : ℕ) - 1, by omega⟩
        have hmn : m < n + 1 := by have := a.isLt; omega
        rw [Finset.sum_eq_single (⟨m, hmn⟩ : Fin (n + 1))]
        · rw [raising_sq _ a hm.symm, hm]
          push_cast
          ring
        · intro c _ hc
          rw [hz c a (fun e => hc (Fin.ext (by simp only; omega))), zero_mul]
        · simp
    · refine Finset.sum_eq_zero fun c _ => ?_
      by_cases h : (c : ℕ) + 1 = (a : ℕ)
      · rw [hz c b (fun e => hab (Fin.ext (by omega))), mul_zero]
      · rw [hz c a h, zero_mul]

/-- The spin matrices obey `[J i, J j] = i ∑ k, ε i j k J k`: they form a vector operator. -/
theorem spin_isVectorOperator (n : ℕ) : IsVectorOperator (spin n) (spin n) := by
  have hx : spin n 0 = (1 / 2 : ℂ) • (raising n + (raising n)ᵀ) := rfl
  have hy : spin n 1 = (-I / 2) • (raising n - (raising n)ᵀ) := rfl
  have hz : spin n 2 = spinZ n := rfl
  -- the ladder form of the algebra
  have hP : spinZ n * raising n - raising n * spinZ n = raising n := by
    ext a b
    rw [spinZ, Matrix.sub_apply, Matrix.diagonal_mul, Matrix.mul_diagonal]
    by_cases h : (a : ℕ) + 1 = (b : ℕ)
    · have hb : ((b : ℕ) : ℂ) = ((a : ℕ) : ℂ) + 1 := by exact_mod_cast h.symm
      linear_combination raising n a b * hb
    · rw [show raising n a b = 0 from if_neg h]
      ring
  have hQ : spinZ n * (raising n)ᵀ - (raising n)ᵀ * spinZ n = -(raising n)ᵀ := by
    have hD : (spinZ n)ᵀ = spinZ n := Matrix.diagonal_transpose _
    have h := congrArg Matrix.transpose hP
    rw [Matrix.transpose_sub, Matrix.transpose_mul, Matrix.transpose_mul, hD] at h
    rw [← neg_sub ((raising n)ᵀ * spinZ n) (spinZ n * (raising n)ᵀ), h]
  have hPQ : raising n * (raising n)ᵀ - (raising n)ᵀ * raising n = (2 : ℂ) • spinZ n := by
    rw [(ladder_products n).1, (ladder_products n).2, spinZ]
    ext a b
    by_cases h : a = b
    · subst h
      simp only [Matrix.sub_apply, Matrix.smul_apply, Matrix.diagonal_apply_eq, smul_eq_mul]
      ring
    · simp [Matrix.diagonal_apply_ne _ h]
  -- back to Cartesian components
  have hxy : spin n 0 * spin n 1 - spin n 1 * spin n 0 = I • spin n 2 := by
    have h : spin n 0 * spin n 1 - spin n 1 * spin n 0 =
        (I / 2) • (raising n * (raising n)ᵀ - (raising n)ᵀ * raising n) := by
      rw [hx, hy]
      simp only [smul_mul_assoc, mul_smul_comm, add_mul, mul_add, sub_mul, mul_sub]
      module
    rw [h, hPQ, hz]
    module
  have hyz : spin n 1 * spin n 2 - spin n 2 * spin n 1 = I • spin n 0 := by
    have h : spin n 1 * spin n 2 - spin n 2 * spin n 1 =
        (I / 2) • ((spinZ n * raising n - raising n * spinZ n) -
          (spinZ n * (raising n)ᵀ - (raising n)ᵀ * spinZ n)) := by
      rw [hy, hz]
      simp only [smul_mul_assoc, mul_smul_comm, sub_mul, mul_sub]
      module
    rw [h, hP, hQ, hx]
    module
  have hzx : spin n 2 * spin n 0 - spin n 0 * spin n 2 = I • spin n 1 := by
    have h : spin n 2 * spin n 0 - spin n 0 * spin n 2 =
        (1 / 2 : ℂ) • ((spinZ n * raising n - raising n * spinZ n) +
          (spinZ n * (raising n)ᵀ - (raising n)ᵀ * spinZ n)) := by
      rw [hx, hz]
      simp only [smul_mul_assoc, mul_smul_comm, add_mul, mul_add]
      module
    have hI : I * (-I / 2) = 1 / 2 := by linear_combination (-1 / 2 : ℂ) * I_mul_I
    rw [h, hP, hQ, hy, smul_smul, hI]
    module
  have self : ∀ A : Op n, A * A - A * A = I • (0 : Op n) := fun A => by simp
  have neg : ∀ A B C : Op n, A * B - B * A = I • C → B * A - A * B = I • (-C) := by
    intro A B C h
    rw [smul_neg, ← h, neg_sub]
  intro i j
  rw [leviCivita_sum]
  fin_cases i <;> fin_cases j
  exacts [self _, hxy, neg _ _ _ hzx, neg _ _ _ hxy, self _, hyz, hzx, neg _ _ _ hyz, self _]

/-- For a vector operator `V` the ladder operators satisfy `[J₋, [Vz, J₊]] = -2 Vz`. -/
theorem double_commutator {n : ℕ} {V : Fin 3 → Op n} (hV : IsVectorOperator (spin n) V) :
    (raising n)ᵀ * (V 2 * raising n - raising n * V 2) -
      (V 2 * raising n - raising n * V 2) * (raising n)ᵀ = (-2 : ℂ) • V 2 := by
  have hc := fun i j => (hV i j).trans (congrArg (fun M => I • M) (leviCivita_sum V i j))
  have hxx : spin n 0 * V 0 - V 0 * spin n 0 = I • (0 : Op n) := hc 0 0
  have hxy : spin n 0 * V 1 - V 1 * spin n 0 = I • V 2 := hc 0 1
  have hxz : spin n 0 * V 2 - V 2 * spin n 0 = I • (-V 1) := hc 0 2
  have hyx : spin n 1 * V 0 - V 0 * spin n 1 = I • (-V 2) := hc 1 0
  have hyy : spin n 1 * V 1 - V 1 * spin n 1 = I • (0 : Op n) := hc 1 1
  have hyz : spin n 1 * V 2 - V 2 * spin n 1 = I • V 0 := hc 1 2
  have hI : I * (-I / 2) = 1 / 2 := by linear_combination (-1 / 2 : ℂ) * I_mul_I
  have hy : I • spin n 1 = (1 / 2 : ℂ) • (raising n - (raising n)ᵀ) := by
    rw [show spin n 1 = (-I / 2) • (raising n - (raising n)ᵀ) from rfl, smul_smul, hI]
  have hx : spin n 0 = (1 / 2 : ℂ) • (raising n + (raising n)ᵀ) := rfl
  have hP : raising n = spin n 0 + I • spin n 1 := by rw [hy, hx]; module
  have hQ : (raising n)ᵀ = spin n 0 - I • spin n 1 := by rw [hy, hx]; module
  -- the inner commutator is the raising component of `V`
  have h1 : V 2 * raising n - raising n * V 2 = V 0 + I • V 1 := by
    have h : V 2 * raising n - raising n * V 2 =
        -(spin n 0 * V 2 - V 2 * spin n 0) - I • (spin n 1 * V 2 - V 2 * spin n 1) := by
      rw [hP]
      simp only [mul_add, add_mul, mul_smul_comm, smul_mul_assoc]
      module
    rw [h, hxz, hyz]
    simp only [smul_smul, I_mul_I]
    module
  have h2 : (raising n)ᵀ * (V 0 + I • V 1) - (V 0 + I • V 1) * (raising n)ᵀ =
      (spin n 0 * V 0 - V 0 * spin n 0) + I • (spin n 0 * V 1 - V 1 * spin n 0) -
      I • (spin n 1 * V 0 - V 0 * spin n 1) - (I * I) • (spin n 1 * V 1 - V 1 * spin n 1) := by
    rw [hQ]
    simp only [mul_add, add_mul, mul_sub, sub_mul, mul_smul_comm, smul_mul_assoc]
    module
  rw [h1, h2, hxx, hxy, hyx, hyy]
  simp only [smul_smul, I_mul_I]
  module

/-- A vector operator whose `z` component has zero expectation value in the top state
`m = n/2` vanishes on the whole multiplet. -/
theorem eq_zero_of_top {n : ℕ} {V : Fin 3 → Op n} (hV : IsVectorOperator (spin n) V)
    (h0 : V 2 0 0 = 0) : ∀ i, V i = 0 := by
  have hc := fun i j => (hV i j).trans (congrArg (fun M => I • M) (leviCivita_sum V i j))
  have hz : V 2 = 0 := by
    -- `Vz` commutes with `Jz`, hence is diagonal
    have hd : ∀ a b, a ≠ b → V 2 a b = 0 := by
      intro a b hab
      have h : spinZ n * V 2 - V 2 * spinZ n = I • (0 : Op n) := hc 2 2
      have e := congrArg (fun M : Op n => M a b) h
      simp only [spinZ, Matrix.sub_apply, Matrix.diagonal_mul, Matrix.mul_diagonal,
        smul_zero, Matrix.zero_apply] at e
      have hne : ((b : ℕ) : ℂ) - ((a : ℕ) : ℂ) ≠ 0 :=
        sub_ne_zero.mpr fun q => hab (Fin.ext (by exact_mod_cast q.symm))
      refine (mul_eq_zero.mp ?_).resolve_left hne
      linear_combination e
    obtain ⟨w, hw⟩ : ∃ w, V 2 = Matrix.diagonal w := by
      refine ⟨fun a => V 2 a a, ?_⟩
      ext a b
      by_cases h : a = b
      · subst h
        rw [Matrix.diagonal_apply_eq]
      · rw [hd a b h, Matrix.diagonal_apply_ne _ h]
    have hM : V 2 * raising n - raising n * V 2 =
        Matrix.of fun a b => (w a - w b) * raising n a b := by
      ext a b
      rw [hw, Matrix.sub_apply, Matrix.diagonal_mul, Matrix.mul_diagonal, Matrix.of_apply]
      ring
    -- the double commutator is a three-term recurrence along the multiplet
    have E : ∀ a, ∑ c, raising n c a * ((w c - w a) * raising n c a) -
        ∑ c, (w a - w c) * raising n a c * raising n a c = -2 * w a := by
      intro a
      have e := double_commutator hV
      rw [hM, hw] at e
      have e' := congrArg (fun M : Op n => M a a) e
      simpa only [Matrix.sub_apply, Matrix.mul_apply, Matrix.transpose_apply, Matrix.of_apply,
        Matrix.smul_apply, Matrix.diagonal_apply_eq, smul_eq_mul] using e'
    have hall : ∀ k (hk : k < n + 1), w ⟨k, hk⟩ = 0 := by
      intro k
      induction k using Nat.strong_induction_on with
      | _ k ih =>
        intro hk
        rcases k with _ | m
        · rw [hw, Matrix.diagonal_apply_eq] at h0
          exact h0
        · have hm : m < n + 1 := by omega
          have e := E ⟨m, hm⟩
          have hwm := ih m (by omega) hm
          rw [Finset.sum_eq_zero, Finset.sum_eq_single (⟨m + 1, hk⟩ : Fin (n + 1)), hwm,
            mul_assoc, raising_sq _ _ rfl] at e
          · have h1 : ((m : ℂ) + 1) ≠ 0 := by exact_mod_cast Nat.succ_ne_zero m
            have h2 : (n : ℂ) - (m : ℂ) ≠ 0 :=
              sub_ne_zero.mpr (by exact_mod_cast (show n ≠ m by omega))
            refine (mul_eq_zero.mp ?_).resolve_right (mul_ne_zero h1 h2)
            linear_combination e
          · intro c _ hcm
            rw [show raising n ⟨m, hm⟩ c = 0 from if_neg fun q => hcm (Fin.ext q.symm), mul_zero]
          · simp
          · intro c _
            by_cases q : (c : ℕ) + 1 = m
            · rw [show w c = 0 from ih c (by omega) c.isLt, hwm]
              ring
            · rw [show raising n c ⟨m, hm⟩ = 0 from if_neg q, zero_mul]
    rw [hw, show w = 0 from funext fun a => hall a a.isLt]
    exact Matrix.diagonal_zero
  -- the other two components are commutators with `Vz`
  have hx : spin n 1 * V 2 - V 2 * spin n 1 = I • V 0 := hc 1 2
  have hy : spin n 0 * V 2 - V 2 * spin n 0 = I • (-V 1) := hc 0 2
  rw [hz, mul_zero, zero_mul, sub_zero] at hx hy
  have h0' : V 0 = 0 := (smul_eq_zero.mp hx.symm).resolve_left I_ne_zero
  have h1' : V 1 = 0 := neg_eq_zero.mp ((smul_eq_zero.mp hy.symm).resolve_left I_ne_zero)
  intro i
  fin_cases i
  exacts [h0', h1', hz]

/-- Rank-one Wigner-Eckart theorem inside a multiplet: the vector operators on the spin `n/2`
space are exactly the complex multiples of the spin itself. -/
theorem wigner_eckart {n : ℕ} (V : Fin 3 → Op n) :
    IsVectorOperator (spin n) V ↔ ∃ c : ℂ, ∀ i, V i = c • spin n i := by
  constructor
  · intro hV
    rcases Nat.eq_zero_or_pos n with hn | hn
    · subst hn
      have hP : raising 0 = 0 := by
        ext a b
        exact if_neg (by have := a.isLt; have := b.isLt; omega)
      have e := double_commutator hV
      rw [hP] at e
      have hz : V 2 = 0 := by simpa using e.symm
      exact ⟨0, fun i => by rw [eq_zero_of_top hV (by rw [hz]; rfl) i, zero_smul]⟩
    · have hn' : (n : ℂ) ≠ 0 := by exact_mod_cast hn.ne'
      have hs : spin n 2 0 0 = (n : ℂ) / 2 := by
        rw [show spin n 2 = spinZ n from rfl, spinZ, Matrix.diagonal_apply_eq]
        simp
      -- subtract the multiple of the spin that matches `V` in the top state
      obtain ⟨c, hc⟩ : ∃ c : ℂ, V 2 0 0 = c * ((n : ℂ) / 2) :=
        ⟨V 2 0 0 / ((n : ℂ) / 2), by field_simp⟩
      have hW : IsVectorOperator (spin n) (fun i => V i - c • spin n i) := by
        intro i j
        have h : spin n i * (V j - c • spin n j) - (V j - c • spin n j) * spin n i =
            (spin n i * V j - V j * spin n i) -
              c • (spin n i * spin n j - spin n j * spin n i) := by
          simp only [mul_sub, sub_mul, mul_smul_comm, smul_mul_assoc]
          module
        refine h.trans ?_
        rw [hV i j, spin_isVectorOperator n i j]
        simp only [Fin.sum_univ_three]
        module
      refine ⟨c, fun i => sub_eq_zero.mp (eq_zero_of_top hW ?_ i)⟩
      simp only [Matrix.sub_apply, Matrix.smul_apply, smul_eq_mul]
      rw [hs, hc, sub_self]
  · rintro ⟨c, h⟩ i j
    have e : spin n i * V j - V j * spin n i =
        c • (spin n i * spin n j - spin n j * spin n i) := by
      rw [h j, mul_smul_comm, smul_mul_assoc, smul_sub]
    rw [e, spin_isVectorOperator n i j]
    simp only [Fin.sum_univ_three, h]
    module

/-- For nonzero spin the proportionality constant of a vector operator is unique. -/
theorem existsUnique_constant {n : ℕ} (hn : n ≠ 0) {V : Fin 3 → Op n}
    (hV : IsVectorOperator (spin n) V) : ∃! c : ℂ, ∀ i, V i = c • spin n i := by
  obtain ⟨c, hc⟩ := (wigner_eckart V).mp hV
  refine ⟨c, hc, fun d hd => ?_⟩
  have hs : spin n 2 0 0 = (n : ℂ) / 2 := by
    rw [show spin n 2 = spinZ n from rfl, spinZ, Matrix.diagonal_apply_eq]
    simp
  have e := congrArg (fun M : Op n => M 0 0) ((hd 2).symm.trans (hc 2))
  simp only [Matrix.smul_apply, smul_eq_mul, hs] at e
  have hn' : (n : ℂ) / 2 ≠ 0 := div_ne_zero (by exact_mod_cast hn) two_ne_zero
  exact mul_right_cancel₀ hn' e

/-- Projection theorem: with `j = n/2`, a vector operator satisfies
`j(j+1) V k = (J · V) J k`. -/
theorem projection_theorem {n : ℕ} {V : Fin 3 → Op n} (hV : IsVectorOperator (spin n) V)
    (k : Fin 3) :
    ((n : ℂ) / 2 * ((n : ℂ) / 2 + 1)) • V k = (∑ i, spin n i * V i) * spin n k := by
  -- the total spin squared is `j(j+1)`
  have hJ : ∑ i, spin n i * spin n i = ((n : ℂ) / 2 * ((n : ℂ) / 2 + 1)) • (1 : Op n) := by
    have hI : (-I / 2) * (-I / 2) = -1 / 4 := by linear_combination (1 / 4 : ℂ) * I_mul_I
    have hy : spin n 1 * spin n 1 =
        (-1 / 4 : ℂ) • ((raising n - (raising n)ᵀ) * (raising n - (raising n)ᵀ)) := by
      rw [show spin n 1 = (-I / 2) • (raising n - (raising n)ᵀ) from rfl,
        smul_mul_assoc, mul_smul_comm, smul_smul, hI]
    have h : ∑ i, spin n i * spin n i = (1 / 2 : ℂ) • (raising n * (raising n)ᵀ +
        (raising n)ᵀ * raising n) + spinZ n * spinZ n := by
      rw [Fin.sum_univ_three, hy, show spin n 2 = spinZ n from rfl,
        show spin n 0 = (1 / 2 : ℂ) • (raising n + (raising n)ᵀ) from rfl]
      simp only [smul_mul_assoc, mul_smul_comm, add_mul, mul_add, sub_mul, mul_sub]
      module
    rw [h, (ladder_products n).1, (ladder_products n).2, spinZ, Matrix.diagonal_mul_diagonal]
    ext a b
    by_cases hab : a = b
    · subst hab
      simp only [Matrix.add_apply, Matrix.smul_apply, Matrix.diagonal_apply_eq,
        Matrix.one_apply_eq, smul_eq_mul]
      ring
    · simp [Matrix.diagonal_apply_ne _ hab, Matrix.one_apply_ne hab]
  obtain ⟨c, hc⟩ := (wigner_eckart V).mp hV
  have hJV : ∑ i, spin n i * V i = c • ∑ i, spin n i * spin n i := by
    rw [Finset.smul_sum]
    exact Finset.sum_congr rfl fun i _ => by rw [hc i, mul_smul_comm]
  rw [hJV, hJ, hc k, smul_mul_assoc, smul_mul_assoc, one_mul]
  module

end

end VectorOperatorInMultiplet
```

```lean
#print axioms VectorOperatorInMultiplet.spin_isVectorOperator
#print axioms VectorOperatorInMultiplet.existsUnique_constant
#print axioms VectorOperatorInMultiplet.projection_theorem
```

```
'VectorOperatorInMultiplet.spin_isVectorOperator' depends on axioms: [propext, Classical.choice, Quot.sound]
'VectorOperatorInMultiplet.existsUnique_constant' depends on axioms: [propext, Classical.choice, Quot.sound]
'VectorOperatorInMultiplet.projection_theorem' depends on axioms: [propext, Classical.choice, Quot.sound]
```

## How the proof follows the algebra

`leviCivita_sum` tabulates the commutators' right-hand sides. `raising_sq` removes the square roots, and `ladder_products` evaluates the two diagonal products used in `spin_isVectorOperator` and for $J^2$. In `double_commutator`, `simp only` expands the products and `module` collects them.

`eq_zero_of_top` contains the descent. Its `E` is the recurrence, still written as sums over states. Strong induction removes the lower neighbour, `Finset.sum_eq_single` selects the upper one, and the nonzero coefficient is cancelled. `wigner_eckart` applies this to $V-cJ$, treating $n=0$ separately. The last two theorems start from the $c$ it supplies.
